# Reversing the sign of L_x alone inverts the p-shell spin-orbit splitting

Before a spin-orbit matrix for a p shell is added to a one-electron Hamiltonian, it can be diagonalised on its own and its six eigenvalues inspected. With ħ and the radial coupling constant set to 1, the correct matrix has a fourfold level at 1/2 and a twofold level at −1. If the levels come out as −1/2 (fourfold) and 1 (twofold), one orbital component may carry the wrong sign.

Such a sign can come from mixed phase conventions. Changing the sign of the basis state m = 0 reverses both L_x and L_y and leaves L_z alone. Taking L_x from one convention and L_y from the other therefore reverses L_x alone. The matrix stays Hermitian and traceless, so neither property reveals the error.

```lean
import Mathlib

open Matrix
open scoped Kronecker
open Complex (I)

namespace SpinOrbitPhase

noncomputable section
```

## Spin matrices and the coupling operator

The spin operators are half the Pauli matrices, in the basis ↑, ↓. The first is S_x, with both off-diagonal entries equal to 1/2.

```lean
/-- The spin-1/2 matrix `S_x`, half the first Pauli matrix. -/
def spinX : Matrix (Fin 2) (Fin 2) ℂ := !![0, 1 / 2; 1 / 2, 0]
```

The second is S_y, with −i/2 above the diagonal and i/2 below it.

```lean
/-- The spin-1/2 matrix `S_y`, half the second Pauli matrix. -/
def spinY : Matrix (Fin 2) (Fin 2) ℂ := !![0, -I / 2; I / 2, 0]
```

The third is S_z, diagonal with entries 1/2 and −1/2.

```lean
/-- The spin-1/2 matrix `S_z`, half the third Pauli matrix. -/
def spinZ : Matrix (Fin 2) (Fin 2) ℂ := !![1 / 2, 0; 0, -1 / 2]
```

For orbital matrices L_x, L_y, L_z, the coupling operator on orbital space ⊗ spin space is

H = L_x⊗S_x + L_y⊗S_y + L_z⊗S_z.

In Lean the orbital basis is an arbitrary finite type `n`, the spin basis is `Fin 2`, and a product state is labelled by a pair in `n × Fin 2`. The symbol `⊗ₖ` is the Kronecker product.

```lean
variable {n : Type*} [Fintype n] [DecidableEq n]

/-- The spin-orbit operator `L_x S_x + L_y S_y + L_z S_z` on orbital space ⊗ spin space. -/
def spinOrbit (Lx Ly Lz : Matrix n n ℂ) : Matrix (n × Fin 2) (n × Fin 2) ℂ :=
  Lx ⊗ₖ spinX + Ly ⊗ₖ spinY + Lz ⊗ₖ spinZ
```

The orbital matrices are assumed to satisfy

[L_x, L_y] = iL_z, [L_y, L_z] = iL_x, [L_z, L_x] = iL_y,

L_x² + L_y² + L_z² = l(l+1).

The last condition says that the orbital space has a single value of l, as in one atomic shell. The structure `IsAngularMomentum` holds these four equations. It allows any complex `l` and does not ask for Hermitian matrices, since the algebra below needs neither restriction.

```lean
/-- `L_x, L_y, L_z` obey the angular-momentum commutation relations (ħ = 1), and
`L² = l(l+1)`. -/
structure IsAngularMomentum (Lx Ly Lz : Matrix n n ℂ) (l : ℂ) : Prop where
  xy : Lx * Ly - Ly * Lx = I • Lz
  yz : Ly * Lz - Lz * Ly = I • Lx
  zx : Lz * Lx - Lx * Lz = I • Ly
  casimir : Lx * Lx + Ly * Ly + Lz * Lz = (l * (l + 1)) • (1 : Matrix n n ℂ)
```

## The square of the coupling

Multiplying the 2×2 matrices gives

S_x² = S_y² = S_z² = 1/4,

S_x S_y = (i/2)S_z, S_y S_z = (i/2)S_x, S_z S_x = (i/2)S_y,

and each product in the opposite order has −i/2 in place of i/2. Lean checks these nine identities entry by entry.

```lean
/-- The multiplication table of the spin-1/2 matrices. -/
theorem spin_mul :
    (spinX * spinX = (1 / 4 : ℂ) • 1 ∧ spinY * spinY = (1 / 4 : ℂ) • 1 ∧
      spinZ * spinZ = (1 / 4 : ℂ) • 1) ∧
    (spinX * spinY = (I / 2) • spinZ ∧ spinY * spinZ = (I / 2) • spinX ∧
      spinZ * spinX = (I / 2) • spinY) ∧
    (spinY * spinX = (-(I / 2)) • spinZ ∧ spinZ * spinY = (-(I / 2)) • spinX ∧
      spinX * spinZ = (-(I / 2)) • spinY) := by
  refine ⟨⟨?_, ?_, ?_⟩, ⟨?_, ?_, ?_⟩, ⟨?_, ?_, ?_⟩⟩ <;>
    (ext i j
     fin_cases i <;> fin_cases j <;>
      simp [spinX, spinY, spinZ, Matrix.mul_apply, Fin.sum_univ_two, Complex.ext_iff] <;>
      norm_num)
```

Squaring H produces nine terms, by the rule (A⊗B)(C⊗D) = AC⊗BD. The three diagonal terms add up to L²⊗1/4, where L² = L_x² + L_y² + L_z². The others combine in pairs, for example

L_x L_y⊗S_x S_y + L_y L_x⊗S_y S_x = (i/2)[L_x, L_y]⊗S_z.

Altogether,

H² = (1/4)L²⊗1 + (i/2)([L_y, L_z]⊗S_x + [L_z, L_x]⊗S_y + [L_x, L_y]⊗S_z).

No commutation relation has been used so far, so `spinOrbit_sq` holds for any three orbital matrices. Its proof expands the square, inserts the spin products and compares entries with `ring`.

```lean
/-- For any three orbital matrices, the square of the spin-orbit operator is `L²/4` plus
`i/2` times the commutators of the orbital matrices paired with the spin matrices. -/
theorem spinOrbit_sq (Lx Ly Lz : Matrix n n ℂ) :
    spinOrbit Lx Ly Lz * spinOrbit Lx Ly Lz =
      (1 / 4 : ℂ) • ((Lx * Lx + Ly * Ly + Lz * Lz) ⊗ₖ (1 : Matrix (Fin 2) (Fin 2) ℂ)) +
      (I / 2) • ((Ly * Lz - Lz * Ly) ⊗ₖ spinX + (Lz * Lx - Lx * Lz) ⊗ₖ spinY +
        (Lx * Ly - Ly * Lx) ⊗ₖ spinZ) := by
  obtain ⟨⟨xx, yy, zz⟩, ⟨xy, yz, zx⟩, ⟨yx, zy, xz⟩⟩ := spin_mul
  simp only [spinOrbit, add_mul, mul_add, ← Matrix.mul_kronecker_mul,
    xx, yy, zz, xy, yz, zx, yx, zy, xz]
  ext ⟨i, a⟩ ⟨j, b⟩
  simp only [Matrix.add_apply, Matrix.sub_apply, Matrix.smul_apply,
    Matrix.kroneckerMap_apply, smul_eq_mul]
  ring
```

Now let the L matrices be an angular momentum. Each commutator supplies a factor i, and (i/2)·i = −1/2, so

H² = l(l+1)/4 − H/2.

Let K be the operator with L_x replaced by L_x′ = −L_x. Then

[L_y, L_z] = −iL_x′, [L_z, L_x′] = −iL_y, [L_x′, L_y] = −iL_z.

All three relations have changed sign, while L² is unchanged. Since (i/2)·(−i) = 1/2,

K² = l(l+1)/4 + K/2.

The two halves of the next proof follow these two calculations. The identities named `hI` are the products of factors of i, and `module` collects the scalar multiples.

```lean
/-- For angular momentum `l`, the spin-orbit operator `H` satisfies
`H² = l(l+1)/4 - H/2`, and the operator `K` with `L_x` reversed satisfies
`K² = l(l+1)/4 + K/2`. -/
theorem sq_of_angularMomentum {Lx Ly Lz : Matrix n n ℂ} {l : ℂ}
    (h : IsAngularMomentum Lx Ly Lz l) :
    spinOrbit Lx Ly Lz * spinOrbit Lx Ly Lz =
      (l * (l + 1) / 4) • 1 - (1 / 2 : ℂ) • spinOrbit Lx Ly Lz ∧
    spinOrbit (-Lx) Ly Lz * spinOrbit (-Lx) Ly Lz =
      (l * (l + 1) / 4) • 1 + (1 / 2 : ℂ) • spinOrbit (-Lx) Ly Lz := by
  constructor
  · have hI : I / 2 * I = -(1 / 2) := by linear_combination (1 / 2) * Complex.I_mul_I
    rw [spinOrbit_sq, h.yz, h.zx, h.xy, h.casimir]
    simp only [spinOrbit, Matrix.smul_kronecker, Matrix.one_kronecker_one, smul_add,
      smul_smul, hI]
    module
  · -- reversing one component reverses the sign of every commutation relation
    have hI : I / 2 * (-I) = 1 / 2 := by linear_combination (-1 / 2) * Complex.I_mul_I
    have yz : Ly * Lz - Lz * Ly = (-I) • (-Lx) := by rw [h.yz]; module
    have zx : Lz * (-Lx) - (-Lx) * Lz = (-I) • Ly := by
      rw [neg_smul, ← h.zx]; noncomm_ring
    have xy : (-Lx) * Ly - Ly * (-Lx) = (-I) • Lz := by
      rw [neg_smul, ← h.xy]; noncomm_ring
    rw [spinOrbit_sq, yz, zx, xy, neg_mul_neg, h.casimir]
    simp only [spinOrbit, Matrix.smul_kronecker, Matrix.one_kronecker_one, smul_add,
      smul_smul, hI]
    module
```

## Two quadratics with opposite roots

Expanding the products and inserting the squares gives

(H − l/2)(H + (l+1)/2) = H² + H/2 − l(l+1)/4 = 0,

(K + l/2)(K − (l+1)/2) = K² − K/2 − l(l+1)/4 = 0.

Every eigenvalue of H is therefore l/2 or −(l+1)/2, and every eigenvalue of K is −l/2 or (l+1)/2. The quadratics do not say that both values occur: for an s shell, with l = 0 and a single orbital, H and K are zero.

```lean
/-- For angular momentum `l`, the spin-orbit operator satisfies
`(H - l/2)(H + (l+1)/2) = 0`; with `L_x` alone reversed, it satisfies
`(K + l/2)(K - (l+1)/2) = 0`. -/
theorem quadratic_of_angularMomentum {Lx Ly Lz : Matrix n n ℂ} {l : ℂ}
    (h : IsAngularMomentum Lx Ly Lz l) :
    (spinOrbit Lx Ly Lz - (l / 2) • 1) * (spinOrbit Lx Ly Lz + ((l + 1) / 2) • 1) = 0 ∧
    (spinOrbit (-Lx) Ly Lz + (l / 2) • 1) *
      (spinOrbit (-Lx) Ly Lz - ((l + 1) / 2) • 1) = 0 := by
  obtain ⟨hH, hK⟩ := sq_of_angularMomentum h
  constructor
  · simp only [sub_mul, mul_add, smul_mul_assoc, mul_smul_comm, one_mul, mul_one, hH]
    module
  · simp only [add_mul, mul_sub, smul_mul_assoc, mul_smul_comm, one_mul, mul_one, hK]
    module
```

The same argument settles the case of two reversed signs. If L_x and L_y are both reversed, then [−L_x, −L_y] = iL_z, [−L_y, L_z] = i(−L_x) and [L_z, −L_x] = i(−L_y), so the commutation relations survive and the operator obeys the quadratic of H. A phase change applied consistently to all the orbital matrices is thus harmless here.

The trace of a Kronecker product is the product of the traces, and each spin matrix is traceless. Hence

tr H = tr L_x · tr S_x + tr L_y · tr S_y + tr L_z · tr S_z = 0

for any orbital matrices, and tr K = 0 for the same reason.

```lean
omit [DecidableEq n] in
/-- The spin-orbit operator is traceless for any three orbital matrices. -/
theorem trace_spinOrbit (Lx Ly Lz : Matrix n n ℂ) : (spinOrbit Lx Ly Lz).trace = 0 := by
  have hx : spinX.trace = 0 := by simp [spinX, Matrix.trace_fin_two]
  have hy : spinY.trace = 0 := by simp [spinY, Matrix.trace_fin_two]
  have hz : spinZ.trace = 0 := by simp [spinZ, Matrix.trace_fin_two]; ring
  simp only [spinOrbit, Matrix.trace_add, Matrix.trace_kronecker, hx, hy, hz, mul_zero,
    add_zero]
```

## The standard spin-1 matrices

For the p shell the orbital basis is m = 1, 0, −1, in that order. The matrices L_x and L_y share the factor 1/√2.

```lean
/-- The number `1/√2`. -/
def invSqrtTwo : ℂ := ((√2)⁻¹ : ℝ)
```

The nonzero entries of L_x connect neighbouring values of m and all equal 1/√2.

```lean
/-- The standard spin-1 matrix `L_x`, in the basis `m = 1, 0, -1`. -/
def orbX : Matrix (Fin 3) (Fin 3) ℂ := invSqrtTwo • !![0, 1, 0; 1, 0, 1; 0, 1, 0]
```

Those of L_y are −i/√2 above the diagonal and i/√2 below it.

```lean
/-- The standard spin-1 matrix `L_y`, in the basis `m = 1, 0, -1`. -/
def orbY : Matrix (Fin 3) (Fin 3) ℂ := invSqrtTwo • !![0, -I, 0; I, 0, -I; 0, I, 0]
```

The matrix L_z is diagonal, with entries 1, 0, −1.

```lean
/-- The standard spin-1 matrix `L_z`, in the basis `m = 1, 0, -1`. -/
def orbZ : Matrix (Fin 3) (Fin 3) ℂ := !![1, 0, 0; 0, 0, 0; 0, 0, -1]
```

These matrices satisfy the hypotheses with l = 1. Multiplying out,

L_x L_y − L_y L_x = (1/2) diag(2i, 0, −2i) = iL_z.

For the other two relations, a commutator with the diagonal L_z multiplies each entry by a difference of m values. The entry in row m = 1, column m = 0 is (−i/√2)(0 − 1) = i/√2 for [L_y, L_z], which matches iL_x, and (1 − 0)/√2 = 1/√2 for [L_z, L_x], which matches iL_y. The remaining entries go the same way. In L_x² + L_y² the corner entries 1/2 and −1/2 cancel, leaving diag(1, 2, 1), and adding L_z² = diag(1, 0, 1) gives 2 = l(l+1) times the identity.

```lean
/-- The standard spin-1 matrices are an angular momentum with `l = 1`. -/
theorem isAngularMomentum_witness : IsAngularMomentum orbX orbY orbZ 1 := by
  have hc : invSqrtTwo * invSqrtTwo = 1 / 2 := by
    have h : (√2)⁻¹ * (√2)⁻¹ = (1 / 2 : ℝ) := by
      rw [← mul_inv, Real.mul_self_sqrt (by norm_num)]; norm_num
    rw [invSqrtTwo, ← Complex.ofReal_mul, h]; norm_num
  constructor
  · simp only [orbX, orbY, smul_mul_assoc, mul_smul_comm, smul_smul, hc]
    ext i j
    fin_cases i <;> fin_cases j <;>
      simp [orbZ] <;> ring
  · rw [orbX, orbY, smul_mul_assoc, mul_smul_comm, ← smul_sub, smul_comm I]
    congr 1
    ext i j
    fin_cases i <;> fin_cases j <;> simp [orbZ]
  · rw [orbX, orbY, smul_mul_assoc, mul_smul_comm, ← smul_sub, smul_comm I]
    congr 1
    ext i j
    fin_cases i <;> fin_cases j <;> simp [orbZ]
  · simp only [orbX, orbY, smul_mul_assoc, mul_smul_comm, smul_smul, hc]
    ext i j
    fin_cases i <;> fin_cases j <;>
      simp [orbZ, Fin.sum_univ_three] <;> norm_num
```

## The inverted p shell

The correct operator H for the p shell is a 6×6 matrix.

```lean
/-- The p-shell spin-orbit operator `H`. -/
def pShell : Matrix (Fin 3 × Fin 2) (Fin 3 × Fin 2) ℂ := spinOrbit orbX orbY orbZ
```

Its counterpart K differs only in the sign of L_x.

```lean
/-- The p-shell operator `K` obtained when the sign of `L_x` alone is reversed. -/
def pShellFlipped : Matrix (Fin 3 × Fin 2) (Fin 3 × Fin 2) ℂ := spinOrbit (-orbX) orbY orbZ
```

A 2×2 block of each shows the inversion in numbers. In H, the states |1,↓⟩ and |0,↑⟩ mix through the block

(−1/2, 1/√2; 1/√2, 0),

with trace −1/2 and determinant −1/2, hence eigenvalues 1/2 and −1. In K, the states |1,↑⟩ and |0,↓⟩ mix through

(1/2, −1/√2; −1/√2, 0),

with trace 1/2 and determinant −1/2, hence eigenvalues 1 and −1/2.

For the full matrices, setting l = 1 in the general quadratics gives

(H − 1/2)(H + 1) = 0, (K + 1/2)(K − 1) = 0.

The theorem states these equations together with the two zero traces.

```lean
/-- The p-shell operator `H` is traceless with `(H - 1/2)(H + 1) = 0`, while the operator
`K` with `L_x` reversed is traceless with `(K + 1/2)(K - 1) = 0`. -/
theorem pShell_inversion :
    (pShell.trace = 0 ∧ (pShell - (1 / 2 : ℂ) • 1) * (pShell + 1) = 0) ∧
    (pShellFlipped.trace = 0 ∧
      (pShellFlipped + (1 / 2 : ℂ) • 1) * (pShellFlipped - 1) = 0) := by
  obtain ⟨hH, hK⟩ := quadratic_of_angularMomentum isAngularMomentum_witness
  have e : ((1 : ℂ) + 1) / 2 = 1 := by norm_num
  rw [e, one_smul] at hH hK
  exact ⟨⟨trace_spinOrbit _ _ _, hH⟩, ⟨trace_spinOrbit _ _ _, hK⟩⟩
```

## Four states and two states

The multiplicities follow from the trace. For a 6×6 matrix A, define

P = (2/3)(A + 1).

```lean
/-- The matrix `(2/3)(A + 1)` built from a p-shell operator `A`. -/
def levelProjector (A : Matrix (Fin 3 × Fin 2) (Fin 3 × Fin 2) ℂ) :
    Matrix (Fin 3 × Fin 2) (Fin 3 × Fin 2) ℂ := (2 / 3 : ℂ) • (A + 1)
```

Suppose that A² = 1/2 − A/2 and tr A = 0. Then

P² = (4/9)(A² + 2A + 1) = (4/9)(3/2 + 3A/2) = P,

tr P = (2/3)(0 + 6) = 4,

A = (3/2)P − 1 = (1/2)P − (1 − P).

The trace of an idempotent matrix is the dimension of its range, so A equals 1/2 on a four-dimensional space and −1 on a complementary two-dimensional one. In Lean, "projector" means P² = P; orthogonality is not part of the statement.

```lean
/-- A traceless p-shell operator with `A² = 1/2 - A/2` takes the value `1/2` on the range of
a projector of trace 4 and the value `-1` on the complement. -/
theorem level_decomposition {A : Matrix (Fin 3 × Fin 2) (Fin 3 × Fin 2) ℂ}
    (hA : A * A = (1 / 2 : ℂ) • 1 - (1 / 2 : ℂ) • A) (ht : A.trace = 0) :
    levelProjector A * levelProjector A = levelProjector A ∧ (levelProjector A).trace = 4 ∧
      A = (1 / 2 : ℂ) • levelProjector A - (1 - levelProjector A) := by
  refine ⟨?_, ?_, ?_⟩
  · simp only [levelProjector, smul_mul_assoc, mul_smul_comm, add_mul, mul_add, one_mul,
      mul_one, hA]
    module
  · rw [levelProjector, Matrix.trace_smul, Matrix.trace_add, ht, Matrix.trace_one]
    simp only [Fintype.card_prod, Fintype.card_fin, smul_eq_mul]
    norm_num
  · rw [levelProjector]
    module
```

For H, take A = H. For K, take A = −K, which is allowed because

(−K)² = K² = 1/2 + K/2 = 1/2 − (−K)/2.

With Q = (2/3)(1 − K), this gives

K = −(1/2)Q + (1 − Q), tr Q = 4.

The fourfold level therefore lies at −1/2 instead of 1/2, and the twofold level at 1 instead of −1. For one electron in an isolated p shell with a positive coupling constant and no other terms in the Hamiltonian, the reversed sign puts the fourfold level below the twofold one. The eigenstates change as well: |1,↑⟩ is an eigenstate of H, but K mixes it with |0,↓⟩, as the 2×2 block above shows.

```lean
/-- The fourfold level of the p shell lies at `1/2` and the twofold level at `-1` for `H`;
for `K` the fourfold level lies at `-1/2` and the twofold level at `1`. Each fourfold level is
given by a projector of trace 4. -/
theorem pShell_levels :
    (levelProjector pShell * levelProjector pShell = levelProjector pShell ∧
      (levelProjector pShell).trace = 4 ∧
      pShell = (1 / 2 : ℂ) • levelProjector pShell - (1 - levelProjector pShell)) ∧
    (levelProjector (-pShellFlipped) * levelProjector (-pShellFlipped) =
        levelProjector (-pShellFlipped) ∧
      (levelProjector (-pShellFlipped)).trace = 4 ∧
      pShellFlipped = (-1 / 2 : ℂ) • levelProjector (-pShellFlipped) +
        (1 - levelProjector (-pShellFlipped))) := by
  obtain ⟨hH, hK⟩ := sq_of_angularMomentum isAngularMomentum_witness
  constructor
  · refine level_decomposition ?_ (trace_spinOrbit _ _ _)
    rw [pShell, hH]
    module
  · have h := level_decomposition (A := -pShellFlipped)
      (by rw [neg_mul_neg, pShellFlipped, hK]; module)
      (by rw [Matrix.trace_neg, pShellFlipped, trace_spinOrbit, neg_zero])
    refine ⟨h.1, h.2.1, ?_⟩
    rw [levelProjector]
    module

end

end SpinOrbitPhase
```

```lean
#print axioms SpinOrbitPhase.pShell_inversion
#print axioms SpinOrbitPhase.pShell_levels
```

```
'SpinOrbitPhase.pShell_inversion' depends on axioms: [propext, Classical.choice, Quot.sound]
'SpinOrbitPhase.pShell_levels' depends on axioms: [propext, Classical.choice, Quot.sound]
```
